# With identical cluster columns, a lasso minimiser can be re-split without opposite signs, while the ridge minimiser splits equally

Take a binary chain and fit its interactions to structures that all repeat after three sites. The second neighbour on one side of a site is then a periodic image of the first neighbour on the other side. The first- and second-neighbour pair correlations therefore agree in every training structure, and the energies can determine at most the sum of the two interactions. How that sum is divided is left to the penalty, which may or may not settle it.

Let $X$ be the real correlation matrix, with structures $i$ as rows and clusters $k$ as columns. Let $y_i$ be the reference energies, $J_k$ the interactions and $\lambda>0$ the penalty strength. The two costs are

$$L(J)=\sum_i\big((XJ)_i-y_i\big)^2+\lambda\sum_k|J_k|,\qquad R(J)=\sum_i\big((XJ)_i-y_i\big)^2+\lambda\sum_k J_k^2 .$$

Suppose that distinct clusters $a$ and $b$ have $X_{ia}=X_{ib}$ for all $i$.

- **Lasso.** If $J$ minimises $L$ and $s+t=J_a+J_b$, then replacing $(J_a,J_b)$ by $(s,t)$ gives a minimiser exactly when $st\ge 0$.
- **Ridge.** $R$ has exactly one minimiser, and it has $J_a=J_b$.

## Cluster selection and solver comparison

A code that reads the nonzero entries of a lasso fit as the selected clusters relies on that set being determined by the data. In this finite linear fit with duplicated columns it is not: if $J_a+J_b\neq0$, the whole sum can sit on $a$ or on $b$ at the same cost. Two correct solvers may return different cluster lists, so $J_a$ and $J_b$ should not be compared separately. The sum $J_a+J_b$ is a safe quantity to compare if the columns are linearly independent once $a$ and $b$ are merged into one. With a third identical column, for example, even this sum can differ between minimisers.

The choice matters for new structures. In the alternating chain the first-neighbour correlation is $-1$ and the second-neighbour correlation is $+1$, so an interaction $s$ for first neighbours and $t$ for second neighbours together contribute $t-s$ per site, which depends on the split. Ridge sets this contribution to zero. That value comes from the penalty and is no evidence that the two physical interactions are equal.

## Derivation from the two penalties

**Lasso.** Let $J'$ be $J$ with $(J_a,J_b)$ replaced by $(s,t)$. Since the columns agree,

$$(XJ')_i-(XJ)_i=X_{ia}(s-J_a)+X_{ib}(t-J_b)=X_{ia}(s+t-J_a-J_b)=0 .$$

The misfit is unchanged, and

$$L(J')=L(J)+\lambda\big(|s|+|t|-|J_a|-|J_b|\big).$$

Next, $|s|+|t|\le|s+t|$ holds exactly when $st\ge0$. Both sides are nonnegative, and squaring turns the inequality into $|st|\le st$.

If $st\ge0$, then $|s|+|t|\le|s+t|=|J_a+J_b|\le|J_a|+|J_b|$. Hence $L(J')\le L(J)$, and $J'$ is a minimiser. Conversely, let $J'$ be a minimiser and compare it with the vector that carries $(s+t,0)$. The cost formula, applied to both, gives $\lambda(|s|+|t|)\le\lambda|s+t|$. Dividing by $\lambda>0$ gives $st\ge0$.

**Ridge.** Let $J$ solve the normal equations $X^{T}(XJ-y)+\lambda J=0$, and put $D=K-J$ for any other vector $K$. Expanding the squares gives

$$R(K)=R(J)+\|XD\|^2+\lambda\|D\|^2+2\big[(XD)\cdot(XJ-y)+\lambda D\cdot J\big].$$

The bracket equals $D\cdot\big(X^{T}(XJ-y)+\lambda J\big)=0$. If $R(K)\le R(J)$, then $\lambda\|D\|^2\le0$ and $K=J$. So $J$ is a minimiser, and the only one.

A solution exists because $T=X^{T}X+\lambda$ is invertible. If $Tv=0$, then $v$ solves the normal equations for $y=0$. With those data the zero vector costs $0$, which is no more than the cost of $v$, so $v=0$ by the previous paragraph. An injective linear map on a finite-dimensional space is surjective, and $TJ=X^{T}y$ can be solved.

Finally, write $r=XJ-y$. Components $a$ and $b$ of the normal equations are

$$\sum_i X_{ia}r_i+\lambda J_a=0,\qquad \sum_i X_{ib}r_i+\lambda J_b=0 .$$

The sums agree, so $\lambda J_a=\lambda J_b$ and $J_a=J_b$.

**One structure, two clusters.** Take $X=(1\;\,1)$, $y=2$, $\lambda=2$, and number the clusters 0 and 1. Then

$$L(K)-3=(K_0+K_1-1)^2+2(|K_0|-K_0)+2(|K_1|-K_1),$$

$$R(K)-2=2(K_0+K_1-1)^2+(K_0-K_1)^2 .$$

The lasso minimisers are all $(s,1-s)$ with $0\le s\le1$, and the ridge minimiser is $(\tfrac12,\tfrac12)$.

**Nearly identical columns.** Change $X$ to $(1\;\;1-\varepsilon)$ with $0<\varepsilon<1$. The vector $(1,0)$ still minimises $L$, with cost $3$, but $(0,1)$ costs $(1+\varepsilon)^2+2>3$. Equality of the columns therefore can't be weakened to agreement within a tolerance, however small.

## The Lean file

The finite types `m` and `n` index structures and clusters. `misfit`, `lasso` and `ridge` are the sums above, `lam` is $\lambda$, and `IsMinimiser` means a global minimiser over all real vectors. `redistribute J a b s t` replaces two entries of `J`. The main theorem is `lasso_versus_ridge`, whose hypothesis `hX` states that the two columns are equal.

```lean
import Mathlib

open Matrix

namespace ClusterExpansionFit

variable {m n : Type*} [Fintype m] [Fintype n]

/-- Squared misfit between the cluster-expansion energies `X J` and the reference energies `y`. -/
def misfit (X : Matrix m n ℝ) (y : m → ℝ) (J : n → ℝ) : ℝ :=
  ∑ i, ((X *ᵥ J) i - y i) ^ 2

/-- Lasso cost: squared misfit plus `lam` times the sum of absolute interactions. -/
def lasso (X : Matrix m n ℝ) (y : m → ℝ) (lam : ℝ) (J : n → ℝ) : ℝ :=
  misfit X y J + lam * ∑ k, |J k|

/-- Ridge cost: squared misfit plus `lam` times the sum of squared interactions. -/
def ridge (X : Matrix m n ℝ) (y : m → ℝ) (lam : ℝ) (J : n → ℝ) : ℝ :=
  misfit X y J + lam * ∑ k, J k ^ 2

/-- `J` is a global minimiser of the cost `F`. -/
def IsMinimiser (F : (n → ℝ) → ℝ) (J : n → ℝ) : Prop := ∀ K, F J ≤ F K

/-- The normal equations of the ridge fit. -/
def NormalEq (X : Matrix m n ℝ) (y : m → ℝ) (lam : ℝ) (J : n → ℝ) : Prop :=
  Xᵀ *ᵥ (X *ᵥ J - y) + lam • J = 0

/-- Around a solution `J` of the normal equations the ridge cost is its value at `J` plus a purely
quadratic expression, with no linear term, in the displacement `K - J`. -/
theorem ridge_expand {X : Matrix m n ℝ} {y : m → ℝ} {lam : ℝ} {J : n → ℝ}
    (h : NormalEq X y lam J) (K : n → ℝ) :
    ridge X y lam K = ridge X y lam J + ∑ i, ((X *ᵥ (K - J)) i) ^ 2
      + lam * ∑ k, (K k - J k) ^ 2 := by
  -- the term linear in the displacement vanishes
  have h0 : (X *ᵥ (K - J)) ⬝ᵥ (X *ᵥ J - y) + lam * ((K - J) ⬝ᵥ J) = 0 := by
    have h' := congrArg (fun v => (K - J) ⬝ᵥ v) h
    simpa only [dotProduct_add, dotProduct_smul, dotProduct_zero, Matrix.dotProduct_mulVec,
      Matrix.vecMul_transpose, smul_eq_mul] using h'
  have h1 : ∑ i, ((X *ᵥ K) i - y i) ^ 2 = ∑ i, ((X *ᵥ J) i - y i) ^ 2
      + ∑ i, ((X *ᵥ (K - J)) i) ^ 2 + 2 * ((X *ᵥ (K - J)) ⬝ᵥ (X *ᵥ J - y)) := by
    simp only [dotProduct, Finset.mul_sum, ← Finset.sum_add_distrib]
    refine Finset.sum_congr rfl fun i _ => ?_
    simp only [Matrix.mulVec_sub, Pi.sub_apply]
    ring
  have h2 : ∑ k, K k ^ 2 = ∑ k, J k ^ 2 + ∑ k, (K k - J k) ^ 2 + 2 * ((K - J) ⬝ᵥ J) := by
    simp only [dotProduct, Finset.mul_sum, ← Finset.sum_add_distrib]
    refine Finset.sum_congr rfl fun k _ => ?_
    simp only [Pi.sub_apply]
    ring
  unfold ridge misfit
  linear_combination h1 + lam * h2 + 2 * h0

/-- For `lam > 0`, interactions that cost no more than a solution of the normal equations
coincide with it. -/
theorem eq_of_ridge_le {X : Matrix m n ℝ} {y : m → ℝ} {lam : ℝ} {J K : n → ℝ}
    (hlam : 0 < lam) (h : NormalEq X y lam J) (hK : ridge X y lam K ≤ ridge X y lam J) :
    K = J := by
  have e := ridge_expand h K
  have hX : 0 ≤ ∑ i, ((X *ᵥ (K - J)) i) ^ 2 := Finset.sum_nonneg fun i _ => sq_nonneg _
  have hS : ∑ k, (K k - J k) ^ 2 ≤ 0 := by
    by_contra hc
    have := mul_pos hlam (not_le.mp hc)
    linarith
  funext k
  have hk : (K k - J k) ^ 2 ≤ 0 :=
    (Finset.single_le_sum (f := fun k => (K k - J k) ^ 2)
      (fun i _ => sq_nonneg _) (Finset.mem_univ k)).trans hS
  have := (pow_eq_zero_iff two_ne_zero).mp (le_antisymm hk (sq_nonneg _))
  linarith

/-- For `lam > 0` the normal equations of the ridge fit have a solution, whatever the
correlation matrix. -/
theorem exists_normalEq (X : Matrix m n ℝ) (y : m → ℝ) {lam : ℝ} (hlam : 0 < lam) :
    ∃ J, NormalEq X y lam J := by
  obtain ⟨T, hT⟩ : ∃ T : (n → ℝ) →ₗ[ℝ] (n → ℝ), ∀ v, T v = Xᵀ *ᵥ (X *ᵥ v) + lam • v :=
    ⟨Xᵀ.mulVecLin ∘ₗ X.mulVecLin + lam • LinearMap.id, fun v => rfl⟩
  -- a null vector of `T` solves the normal equations with zero data, hence vanishes
  have hinj : Function.Injective T := by
    refine (injective_iff_map_eq_zero T).mpr fun v hv => ?_
    have hs : NormalEq X 0 lam v := by
      unfold NormalEq
      rw [sub_zero, ← hT, hv]
    have hz : ridge X 0 lam 0 = 0 := by simp [ridge, misfit]
    have hp : 0 ≤ ridge X 0 lam v := by
      unfold ridge misfit
      positivity
    exact (eq_of_ridge_le hlam hs (hz.le.trans hp)).symm
  obtain ⟨J, hJ⟩ := LinearMap.injective_iff_surjective.mp hinj (Xᵀ *ᵥ y)
  refine ⟨J, ?_⟩
  unfold NormalEq
  rw [Matrix.mulVec_sub, sub_add_eq_add_sub, ← hT, hJ, sub_self]

/-- For `lam > 0` the ridge fit has exactly one minimiser, and it gives equal interactions to
two clusters with identical columns. -/
theorem ridge_equal_split (X : Matrix m n ℝ) (y : m → ℝ) {lam : ℝ} (hlam : 0 < lam)
    {a b : n} (hX : ∀ i, X i a = X i b) :
    ∃ J, IsMinimiser (ridge X y lam) J ∧ (∀ K, IsMinimiser (ridge X y lam) K → K = J) ∧
      J a = J b := by
  obtain ⟨J, hJ⟩ := exists_normalEq X y hlam
  refine ⟨J, fun K => ?_, fun K hK => eq_of_ridge_le hlam hJ (hK J), ?_⟩
  · rcases le_total (ridge X y lam J) (ridge X y lam K) with h | h
    · exact h
    · rw [eq_of_ridge_le hlam hJ h]
  · -- equal columns feel the same force from the residual
    have hc : ∀ r : m → ℝ, (Xᵀ *ᵥ r) a = (Xᵀ *ᵥ r) b := by
      intro r
      change ∑ i, X i a * r i = ∑ i, X i b * r i
      simp only [hX]
    have ha : (Xᵀ *ᵥ (X *ᵥ J - y)) a + lam * J a = 0 := congrFun hJ a
    have hb : (Xᵀ *ᵥ (X *ᵥ J - y)) b + lam * J b = 0 := congrFun hJ b
    rw [hc] at ha
    exact mul_left_cancel₀ hlam.ne' (by linarith)

variable [DecidableEq n]

/-- Replace the interactions of distinct clusters `a` and `b` by `s` and `t`, keeping all others. If
`a = b`, the new value is `s`. -/
def redistribute (J : n → ℝ) (a b : n) (s t : ℝ) : n → ℝ :=
  fun k => if k = a then s else if k = b then t else J k

/-- A sum of one-cluster terms changes only through the two replaced interactions, for distinct
clusters `a` and `b`. -/
theorem sum_redistribute (J : n → ℝ) {a b : n} (hab : a ≠ b) (s t : ℝ) (g : n → ℝ → ℝ) :
    ∑ k, g k (redistribute J a b s t k)
      = ∑ k, g k (J k) + (g a s - g a (J a)) + (g b t - g b (J b)) := by
  have h : ∑ k, (g k (redistribute J a b s t k) - g k (J k))
      = (g a s - g a (J a)) + (g b t - g b (J b)) := by
    rw [Fintype.sum_eq_add a b hab]
    · simp [redistribute, hab.symm]
    · rintro k ⟨ha, hb⟩
      simp [redistribute, ha, hb]
  rw [Finset.sum_sub_distrib] at h
  linarith

/-- Redistribution at fixed sum between distinct clusters with identical columns changes the
lasso cost only through the absolute values of the two interactions. -/
theorem lasso_redistribute (X : Matrix m n ℝ) (y : m → ℝ) (lam : ℝ) (J : n → ℝ) {a b : n}
    (hab : a ≠ b) (hX : ∀ i, X i a = X i b) {s t : ℝ} (hst : s + t = J a + J b) :
    lasso X y lam (redistribute J a b s t)
      = lasso X y lam J + lam * (|s| + |t| - (|J a| + |J b|)) := by
  -- the predicted energies do not change
  have hE : X *ᵥ redistribute J a b s t = X *ᵥ J := by
    funext i
    change ∑ k, X i k * redistribute J a b s t k = ∑ k, X i k * J k
    have h : ∑ k, X i k * redistribute J a b s t k = ∑ k, X i k * J k
        + (X i a * s - X i a * J a) + (X i b * t - X i b * J b) :=
      sum_redistribute J hab s t (fun k x => X i k * x)
    linear_combination h + X i b * hst + (s - J a) * hX i
  have hs : ∑ k, |redistribute J a b s t k|
      = ∑ k, |J k| + (|s| - |J a|) + (|t| - |J b|) :=
    sum_redistribute J hab s t (fun _ x => |x|)
  unfold lasso misfit
  rw [hE]
  linear_combination lam * hs

/-- Two numbers satisfy `|s| + |t| ≤ |s + t|` exactly when they do not have opposite signs. -/
theorem abs_add_abs_le_iff (s t : ℝ) : |s| + |t| ≤ |s + t| ↔ 0 ≤ s * t := by
  constructor
  · intro h
    have h2 := mul_self_le_mul_self (by positivity : 0 ≤ |s| + |t|) h
    nlinarith [abs_mul_abs_self s, abs_mul_abs_self t, abs_mul_abs_self (s + t),
      mul_nonneg (abs_nonneg s) (abs_nonneg t)]
  · intro h
    rcases mul_nonneg_iff.mp h with ⟨hs, ht⟩ | ⟨hs, ht⟩
    · rw [abs_of_nonneg hs, abs_of_nonneg ht]
      exact le_abs_self _
    · rw [abs_of_nonpos hs, abs_of_nonpos ht]
      linarith [neg_le_abs (s + t)]

/-- Let distinct clusters `a`, `b` have identical columns and let `lam > 0`. Redistributing
`J a + J b` in a lasso minimiser gives a minimiser exactly when the new values do not have opposite
signs, whereas the ridge fit has a unique minimiser and there `J a = J b`. -/
theorem lasso_versus_ridge (X : Matrix m n ℝ) (y : m → ℝ) {lam : ℝ} (hlam : 0 < lam)
    {a b : n} (hab : a ≠ b) (hX : ∀ i, X i a = X i b) :
    (∀ J, IsMinimiser (lasso X y lam) J → ∀ s t, s + t = J a + J b →
      (IsMinimiser (lasso X y lam) (redistribute J a b s t) ↔ 0 ≤ s * t)) ∧
    ∃ J, IsMinimiser (ridge X y lam) J ∧ (∀ K, IsMinimiser (ridge X y lam) K → K = J) ∧
      J a = J b := by
  refine ⟨fun J hJ s t hst => ?_, ridge_equal_split X y hlam hX⟩
  rw [← abs_add_abs_le_iff]
  constructor
  · -- compare with the whole sum placed on cluster `a`
    intro hR
    have h := hR (redistribute J a b (s + t) 0)
    rw [lasso_redistribute X y lam J hab hX hst,
      lasso_redistribute X y lam J hab hX (by linarith : s + t + 0 = J a + J b), abs_zero] at h
    have := le_of_mul_le_mul_left (le_of_add_le_add_left h) hlam
    linarith
  · intro h K
    refine le_trans ?_ (hJ K)
    have htri : |J a + J b| ≤ |J a| + |J b| := by
      simpa only [Real.norm_eq_abs] using norm_add_le (J a) (J b)
    rw [hst] at h
    rw [lasso_redistribute X y lam J hab hX hst]
    nlinarith [mul_nonneg hlam.le (sub_nonneg.mpr (h.trans htri))]

/-- For `lam > 0` and distinct clusters with identical columns, a lasso minimiser with
`J a + J b ≠ 0` yields two different minimisers, with the whole sum on `a` or on `b`. -/
theorem lasso_two_sparse_minimisers (X : Matrix m n ℝ) (y : m → ℝ) {lam : ℝ} (hlam : 0 < lam)
    {a b : n} (hab : a ≠ b) (hX : ∀ i, X i a = X i b) {J : n → ℝ}
    (hJ : IsMinimiser (lasso X y lam) J) (h0 : J a + J b ≠ 0) :
    IsMinimiser (lasso X y lam) (redistribute J a b (J a + J b) 0) ∧
    IsMinimiser (lasso X y lam) (redistribute J a b 0 (J a + J b)) ∧
    redistribute J a b (J a + J b) 0 ≠ redistribute J a b 0 (J a + J b) := by
  have h := (lasso_versus_ridge X y hlam hab hX).1 J hJ
  refine ⟨(h _ _ (add_zero _)).mpr (by simp), (h _ _ (zero_add _)).mpr (by simp), fun he => ?_⟩
  have ha := congrFun he a
  simp only [redistribute, if_true] at ha
  exact h0 ha

/-- One structure of energy 2, two clusters with correlation 1 and `lam = 2`: the interactions
`(1, 0)` minimise the lasso cost and `(1/2, 1/2)` minimise the ridge cost. -/
theorem two_cluster_witness :
    IsMinimiser (lasso (!![1, 1] : Matrix (Fin 1) (Fin 2) ℝ) ![2] 2) ![1, 0] ∧
    IsMinimiser (ridge (!![1, 1] : Matrix (Fin 1) (Fin 2) ℝ) ![2] 2) ![1 / 2, 1 / 2] := by
  have e1 : ∀ K : Fin 2 → ℝ, lasso (!![1, 1] : Matrix (Fin 1) (Fin 2) ℝ) ![2] 2 K
      = (K 0 + K 1 - 2) ^ 2 + 2 * (|K 0| + |K 1|) := by
    intro K
    simp [lasso, misfit, Matrix.mulVec, dotProduct, Fin.sum_univ_two]
  have e2 : ∀ K : Fin 2 → ℝ, ridge (!![1, 1] : Matrix (Fin 1) (Fin 2) ℝ) ![2] 2 K
      = (K 0 + K 1 - 2) ^ 2 + 2 * (K 0 ^ 2 + K 1 ^ 2) := by
    intro K
    simp [ridge, misfit, Matrix.mulVec, dotProduct, Fin.sum_univ_two]
  constructor
  · intro K
    have v : lasso (!![1, 1] : Matrix (Fin 1) (Fin 2) ℝ) ![2] 2 ![1, 0] = 3 := by
      rw [e1]
      norm_num
    rw [v, e1]
    nlinarith [sq_nonneg (K 0 + K 1 - 1), le_abs_self (K 0), le_abs_self (K 1)]
  · intro K
    have v : ridge (!![1, 1] : Matrix (Fin 1) (Fin 2) ℝ) ![2] 2 ![1 / 2, 1 / 2] = 2 := by
      rw [e2]
      norm_num
    rw [v, e2]
    nlinarith [sq_nonneg (K 0 + K 1 - 1), sq_nonneg (K 0 - K 1)]

end ClusterExpansionFit
```

```lean
#print axioms ClusterExpansionFit.lasso_versus_ridge
#print axioms ClusterExpansionFit.lasso_two_sparse_minimisers
```

```
'ClusterExpansionFit.lasso_versus_ridge' depends on axioms: [propext, Classical.choice, Quot.sound]
'ClusterExpansionFit.lasso_two_sparse_minimisers' depends on axioms: [propext, Classical.choice, Quot.sound]
```

## What is guaranteed, and for which fit

The first half of `lasso_versus_ridge` says that, for every lasso minimiser `J` and all `s`, `t` with the same sum as `J a` and `J b`, the redistributed vector is a minimiser if and only if `0 ≤ s * t`. The second half says that a ridge minimiser exists, that every ridge minimiser equals it, and that it satisfies `J a = J b`. `lasso_two_sparse_minimisers` adds the two different minimisers for a nonzero sum, and `two_cluster_witness` confirms $(1,0)$ for lasso and $(\tfrac12,\tfrac12)$ for ridge in the small example.

On the ridge side, `ridge_expand` takes the dot product of the normal equations with `K - J` to remove the linear term, then combines the expanded sums. `eq_of_ridge_le` draws uniqueness from it, `exists_normalEq` passes from injectivity to surjectivity, and `ridge_equal_split` compares components `a` and `b`.

On the lasso side, `sum_redistribute` tracks any sum of one-cluster terms. `lasso_redistribute` uses it twice, for the predicted energies and for the absolute values. `abs_add_abs_le_iff` is the sign criterion: squaring proves one direction, and a case split on signs proves the other. The main proof then makes the two comparisons of the derivation, including the one with `(s + t, 0)`.

Several conventions matter when the result is applied to a code:

- The misfit has no factor $1/2$ and no division by the number of structures. A code with such factors uses a rescaled $\lambda$.
- Every interaction is penalised with the same $\lambda$, including a constant term if it is a column of $X$. Multiplicities and column scaling must already be in $X$ when columns are compared.
- The lasso statement starts from a given minimiser; the file has no general existence theorem for one.
- The minimisers are exact and the arithmetic is real. Solver tolerances, rounding and the choice of $\lambda$ by cross-validation do not enter, and nothing is said about which split predicts new structures better.
